# Omitting the boundary kink of cosh(kx) on a ring puts its average local energy below the free-particle ground energy

## Slopes at the cell boundary

Before averaging local energies in a periodic variational Monte Carlo calculation, check that the slope of the trial function matches across the cell boundary. If it doesn't, the trial function has a kink there. Sampled configurations almost never land exactly on the boundary, so the average of \(-\psi''/(2\psi)\) misses what the kink contributes to the kinetic energy.

For a single free particle on a ring with the trial function \(\cosh(kx)\), the size of this error can be computed exactly. The average drops below the exact ground energy, although the trial function is a legitimate one whose true energy is positive.

## The cosh state and its two energies

Take a ring of length \(2a\) with \(a>0\), and use units in which \(\hbar\) and the particle mass are 1. The cell is \([-a,a]\), with its two ends identified. For \(k>0\), let

\[
\psi(x)=\cosh(kx),\qquad -a\le x\le a,
\]

continued periodically. The function is continuous on the ring because \(\psi(-a)=\psi(a)\), but its slope jumps at the boundary. Write \(N=\int_{-a}^{a}\psi^2\,dx\) for the squared norm. The two quantities to compare are

\[
E_{\text{cell}}=\frac1N\int_{-a}^{a}\psi^2\left(-\frac{\psi''}{2\psi}\right)dx,
\qquad
E_{\text{ring}}=\frac1N\int_{-a}^{a}\frac{\psi'^2}{2}\,dx .
\]

The first uses only the second derivative inside the cell and leaves out the kink. The second is the true energy. The result is

\[
E_{\text{cell}}=-\frac{k^2}{2}<0,
\qquad
E_{\text{ring}}=\frac{k^2}{2}\,\frac{\sinh 2ka-2ka}{\sinh 2ka+2ka}>0,
\]

while the exact ground energy is 0. For \(k=1\) the kink-free average is \(-1/2\) on a ring of any length. With \(a=1\) as well, the true energy is about \(0.145\).

## The boundary term by hand

Let \(\psi\) be any twice continuously differentiable function on the cell with \(\psi(-a)=\psi(a)\). Define the kink as the change of slope on crossing from \(a\) into the next copy of the cell:

\[
\kappa=\psi'(-a)-\psi'(a).
\]

Integration by parts gives

\[
\int_{-a}^{a}\psi'^2\,dx
=\psi(a)\psi'(a)-\psi(-a)\psi'(-a)-\int_{-a}^{a}\psi\psi''\,dx
=-\psi(a)\,\kappa-\int_{-a}^{a}\psi\psi''\,dx .
\]

Halving this separates the smooth part from the kink:

\[
\int_{-a}^{a}\frac{\psi'^2}{2}\,dx
=\int_{-a}^{a}\psi\left(-\frac{\psi''}{2}\right)dx-\frac{\psi(a)\,\kappa}{2}.
\]

For \(\psi=\cosh(kx)\), we have \(\psi''=k^2\psi\). The local energy is therefore \(-k^2/2\) at every point of the cell, and so is its average. The slope is \(k\sinh(kx)\), so \(\kappa=-2k\sinh ka\), and the kink adds

\[
-\frac{\psi(a)\kappa}{2}=k\sinh ka\cosh ka=\frac{k}{2}\sinh 2ka
\]

to the kinetic integral. For the norm, \(\cosh^2(kx)\) has the antiderivative \(x/2+\sinh(kx)\cosh(kx)/(2k)\), which gives

\[
N=a+\frac{\sinh ka\cosh ka}{k}=\frac{\sinh 2ka+2ka}{2k}.
\]

The kinetic integral is then

\[
-\frac{k^2}{2}N+\frac{k}{2}\sinh 2ka=\frac{k}{4}\left(\sinh 2ka-2ka\right),
\]

and division by \(N\) gives the stated \(E_{\text{ring}}\). It is positive because \(\sinh y>y\) for \(y>0\): the two sides agree at \(y=0\), and \(\sinh y-y\) has derivative \(\cosh y-1>0\) for \(y>0\).

The ground energy takes one line. The quotient of \(\int\psi'^2/2\) and \(\int\psi^2\) is never negative, and the constant function attains 0.

Finally, \(-k^2/2\) can be made as low as desired by increasing \(k\) on a fixed ring. Minimising the kink-free average over this family would therefore never settle.

## A constant local energy in a calculation

In code, this state arises when \(\cosh(kx)\) is evaluated at the minimum-image coordinate, \(x-L\,\mathrm{round}(x/L)\) with \(L=2a\). Each sampled point returns the local energy \(-k^2/2\), so the sample variance is zero. A vanishing variance usually suggests an exact eigenstate; here it accompanies a wrong energy.

A simple diagnostic is to average \((\psi'/\psi)^2/2\) over the same points. For this nodeless function, its exact \(\psi^2\)-weighted average is \(E_{\text{ring}}\). The disagreement between the two estimators reveals the missing boundary term. A cure is to build the trial function so that its slopes match at the boundary.

## How the Lean definitions describe the ring

A state is a function `ψ : ℝ → ℝ`, of which the cell \([-a,a]\) is the physical part. The derivatives in `localEnergy` are those of the unwrapped function on the line. The average `cellAverage` integrates the pointwise values of the local energy, and a single boundary point has no weight in that integral, so the kink is omitted. The definition `kink` records the slope jump separately. For a continuously differentiable `ψ` of nonzero norm with equal values at the two ends, `ringEnergy` is the true energy.

The set `ringEnergies a` contains the energies of all real, continuously differentiable functions that take equal values at \(-a\) and \(a\) and are nonzero somewhere on the cell. Their slopes at the two ends need not agree, so the cosh state is admitted. `IsLeast (ringEnergies a) 0` says that 0 belongs to this set and that no member lies below it. This is the sense in which 0 is the ground energy.

The theorem `kink_omission_breaks_variational_bound` assumes \(a>0\) and \(k>0\) and states five facts together:

- the kink-free average is \(-k^2/2\);
- it is negative;
- the least ring energy is 0;
- the true energy of the cosh state is one of the ring energies;
- that true energy is positive.

The closed form of the true energy is the separate theorem `ringEnergy_trial`.

The model has one free particle in one dimension, real wave functions and no twist. Kinks are allowed at the cell boundary but not inside the cell. The theorems concern exact integrals, not the behaviour of a sampling algorithm.

## Matched slopes as a different admissibility condition

The set of trial functions could also be defined with the extra condition \(\psi'(-a)=\psi'(a)\). The least energy would still be 0, since the constant function satisfies it. The cosh state, however, would be excluded, and its low average would be put down to an inadmissible trial function. With the set used here, the function is admissible and the fault lies in the incomplete energy average.

## The complete file

```lean
import Mathlib

open MeasureTheory

namespace KinkOnRing

noncomputable section

/-- The squared norm of a wave function over the cell `[-a, a]`. -/
def cellNorm (a : ℝ) (ψ : ℝ → ℝ) : ℝ := ∫ x in (-a)..a, ψ x ^ 2

/-- The local energy `-ψ''/(2ψ)` of a free particle, meant at points where `ψ x ≠ 0`. -/
def localEnergy (ψ : ℝ → ℝ) (x : ℝ) : ℝ := -(deriv (deriv ψ) x) / (2 * ψ x)

/-- The average of the local energy over the cell with weight `ψ²`, without the contribution of a
kink at the boundary; meant for `ψ` of nonzero norm. -/
def cellAverage (a : ℝ) (ψ : ℝ → ℝ) : ℝ :=
  (∫ x in (-a)..a, ψ x ^ 2 * localEnergy ψ x) / cellNorm a ψ

/-- The true energy on the ring, the integral of `ψ'²/2` over that of `ψ²`; meant for continuously
differentiable `ψ` of nonzero norm with `ψ (-a) = ψ a`. -/
def ringEnergy (a : ℝ) (ψ : ℝ → ℝ) : ℝ :=
  (∫ x in (-a)..a, deriv ψ x ^ 2 / 2) / cellNorm a ψ

/-- The jump of the slope on crossing the cell boundary from `a` to the next copy of `-a`. -/
def kink (a : ℝ) (ψ : ℝ → ℝ) : ℝ := deriv ψ (-a) - deriv ψ a

/-- The energies of all nonzero real trial functions that are continuously differentiable on the
cell and take equal values at its two ends; a kink at the boundary is allowed. -/
def ringEnergies (a : ℝ) : Set ℝ :=
  {E | ∃ ψ : ℝ → ℝ, ContDiff ℝ 1 ψ ∧ ψ (-a) = ψ a ∧
    (∃ x ∈ Set.Icc (-a) a, ψ x ≠ 0) ∧ ringEnergy a ψ = E}

/-- The trial function `cosh (k x)` on the cell. -/
def trial (k x : ℝ) : ℝ := Real.cosh (k * x)

/-- The true kinetic energy integral is the smooth part `∫ ψ (-ψ''/2)` over the cell plus a
boundary term, minus half the kink times the value of `ψ` there. -/
theorem kinetic_eq_smooth_sub_kink {a : ℝ} {ψ : ℝ → ℝ} (hψ : ContDiff ℝ 2 ψ)
    (hper : ψ (-a) = ψ a) :
    ∫ x in (-a)..a, deriv ψ x ^ 2 / 2 =
      (∫ x in (-a)..a, ψ x * (-(deriv (deriv ψ) x) / 2)) - ψ a * kink a ψ / 2 := by
  have h2 : ContDiff ℝ (1 + 1) ψ := by simpa [one_add_one_eq_two] using hψ
  have h0 : Differentiable ℝ ψ := (contDiff_succ_iff_deriv.1 h2).1
  have h1 : ContDiff ℝ 1 (deriv ψ) := (contDiff_succ_iff_deriv.1 h2).2.2
  have hd : Differentiable ℝ (deriv ψ) := h1.differentiable (by norm_num)
  -- integration by parts inside the cell
  have ibp := intervalIntegral.integral_mul_deriv_eq_deriv_mul (a := -a) (b := a)
    (fun x _ => (h0 x).hasDerivAt) (fun x _ => (hd x).hasDerivAt)
    (h1.continuous.intervalIntegrable _ _)
    ((h1.continuous_deriv le_rfl).intervalIntegrable _ _)
  have e1 : ∫ x in (-a)..a, deriv ψ x ^ 2 / 2 =
      (∫ x in (-a)..a, deriv ψ x * deriv ψ x) / 2 := by
    simp only [pow_two, intervalIntegral.integral_div]
  have e2 : ∫ x in (-a)..a, ψ x * (-(deriv (deriv ψ) x) / 2) =
      (-1 / 2) * ∫ x in (-a)..a, ψ x * deriv (deriv ψ) x := by
    rw [← intervalIntegral.integral_const_mul]
    congr 1
    funext x
    ring
  rw [e1, e2, ibp, hper, kink]
  ring

lemma hasDerivAt_scale (k x : ℝ) : HasDerivAt (fun y : ℝ => k * y) k x := by
  simpa using (hasDerivAt_id' x).const_mul k

lemma hasDerivAt_trial (k x : ℝ) : HasDerivAt (trial k) (k * Real.sinh (k * x)) x :=
  (hasDerivAt_scale k x).cosh.congr_deriv (mul_comm _ _)

lemma contDiff_trial (k : ℝ) (n : ℕ) : ContDiff ℝ n (trial k) :=
  Real.contDiff_cosh.comp (contDiff_const.mul contDiff_id)

lemma deriv_deriv_trial (k x : ℝ) : deriv (deriv (trial k)) x = k ^ 2 * trial k x := by
  have h1 : deriv (trial k) = fun y => k * Real.sinh (k * y) :=
    funext fun y => (hasDerivAt_trial k y).deriv
  have h2 : HasDerivAt (fun y => k * Real.sinh (k * y)) (k * (Real.cosh (k * x) * k)) x :=
    (hasDerivAt_scale k x).sinh.const_mul k
  rw [h1, h2.deriv, trial]
  ring

/-- The local energy of `cosh (k x)` is the constant `-k²/2`. -/
theorem localEnergy_trial (k x : ℝ) : localEnergy (trial k) x = -k ^ 2 / 2 := by
  have ht : trial k x ≠ 0 := (Real.cosh_pos (k * x)).ne'
  rw [localEnergy, deriv_deriv_trial, div_eq_iff (mul_ne_zero two_ne_zero ht)]
  ring

/-- The squared norm of `cosh (k x)` over the cell in closed form. -/
theorem cellNorm_trial (a : ℝ) {k : ℝ} (hk : k ≠ 0) :
    cellNorm a (trial k) = a + Real.sinh (k * a) * Real.cosh (k * a) / k := by
  -- an explicit antiderivative of cosh²
  have hF : ∀ x : ℝ, HasDerivAt
      (fun y => y / 2 + Real.sinh (k * y) * Real.cosh (k * y) / (2 * k)) (trial k x ^ 2) x := by
    intro x
    have h := hasDerivAt_scale k x
    refine (((hasDerivAt_id' x).div_const 2).fun_add
      ((h.sinh.fun_mul h.cosh).div_const (2 * k))).congr_deriv ?_
    have e : (Real.cosh (k * x) * k * Real.cosh (k * x) +
        Real.sinh (k * x) * (Real.sinh (k * x) * k)) / (2 * k) =
        (Real.cosh (k * x) ^ 2 + Real.sinh (k * x) ^ 2) / 2 := by
      rw [div_eq_iff (mul_ne_zero two_ne_zero hk)]
      ring
    rw [e, trial]
    linear_combination (-1 / 2) * Real.cosh_sq (k * x)
  have key := intervalIntegral.integral_eq_sub_of_hasDerivAt (a := -a) (b := a)
    (fun x _ => hF x) (((contDiff_trial k 1).continuous.pow 2).intervalIntegrable _ _)
  rw [cellNorm, key]
  simp only [mul_neg, Real.sinh_neg, Real.cosh_neg]
  ring

lemma cellNorm_trial_pos {a k : ℝ} (ha : 0 < a) (hk : 0 < k) : 0 < cellNorm a (trial k) := by
  rw [cellNorm_trial a hk.ne']
  exact add_pos ha (div_pos
    (mul_pos (Real.sinh_pos_iff.2 (mul_pos hk ha)) (Real.cosh_pos _)) hk)

/-- The average of the local energy of `cosh (k x)` with the kink left out is `-k²/2`. -/
theorem cellAverage_trial {a k : ℝ} (ha : 0 < a) (hk : 0 < k) :
    cellAverage a (trial k) = -k ^ 2 / 2 := by
  have h := cellNorm_trial_pos ha hk
  unfold cellNorm at h
  simp only [cellAverage, cellNorm, localEnergy_trial, intervalIntegral.integral_mul_const]
  exact mul_div_cancel_left₀ _ h.ne'

/-- The true energy of `cosh (k x)` on the ring in closed form. -/
theorem ringEnergy_trial {a k : ℝ} (ha : 0 < a) (hk : 0 < k) :
    ringEnergy a (trial k) = k ^ 2 / 2 * (Real.sinh (2 * (k * a)) - 2 * (k * a)) /
      (Real.sinh (2 * (k * a)) + 2 * (k * a)) := by
  have hN := (cellNorm_trial_pos ha hk).ne'
  have hS : 0 < Real.sinh (k * a) := Real.sinh_pos_iff.2 (mul_pos hk ha)
  have hD : 0 < 2 * Real.sinh (k * a) * Real.cosh (k * a) + 2 * (k * a) := by
    nlinarith [mul_pos hS (Real.cosh_pos (k * a)), mul_pos hk ha]
  have hper : trial k (-a) = trial k a := by simp only [trial, mul_neg, Real.cosh_neg]
  have hkink : kink a (trial k) = -2 * k * Real.sinh (k * a) := by
    rw [kink, (hasDerivAt_trial k (-a)).deriv, (hasDerivAt_trial k a).deriv, mul_neg,
      Real.sinh_neg]
    ring
  have smooth : ∫ x in (-a)..a, trial k x * (-(deriv (deriv (trial k)) x) / 2) =
      (-k ^ 2 / 2) * cellNorm a (trial k) := by
    rw [cellNorm, ← intervalIntegral.integral_const_mul]
    congr 1
    funext x
    rw [deriv_deriv_trial]
    ring
  -- the kink supplies the positive part of the energy
  rw [ringEnergy, kinetic_eq_smooth_sub_kink (contDiff_trial k 2) hper, smooth, hkink]
  rw [cellNorm_trial a hk.ne'] at hN ⊢
  rw [Real.sinh_two_mul, div_eq_div_iff hN hD.ne', trial]
  have hq : Real.sinh (k * a) * Real.cosh (k * a) / k * k =
      Real.sinh (k * a) * Real.cosh (k * a) := div_mul_cancel₀ _ hk.ne'
  linear_combination (-2 * k * (Real.sinh (k * a) * Real.cosh (k * a))) * hq

/-- The least energy of a free particle on the ring is `0`. -/
theorem ground_energy {a : ℝ} (ha : 0 < a) : IsLeast (ringEnergies a) 0 := by
  constructor
  · exact ⟨fun _ => 1, contDiff_const, rfl, ⟨0, ⟨by linarith, ha.le⟩, one_ne_zero⟩,
      by simp [ringEnergy]⟩
  · rintro E ⟨ψ, _, _, _, rfl⟩
    exact div_nonneg
      (intervalIntegral.integral_nonneg (by linarith) fun x _ => by positivity)
      (intervalIntegral.integral_nonneg (by linarith) fun x _ => by positivity)

/-- For `cosh (k x)` on the ring, the average without the kink is `-k²/2`, below the exact ground
energy `0`, while the true energy is that of an admissible trial function and is positive. -/
theorem kink_omission_breaks_variational_bound {a k : ℝ} (ha : 0 < a) (hk : 0 < k) :
    cellAverage a (trial k) = -k ^ 2 / 2 ∧ cellAverage a (trial k) < 0 ∧
      IsLeast (ringEnergies a) 0 ∧
      ringEnergy a (trial k) ∈ ringEnergies a ∧ 0 < ringEnergy a (trial k) := by
  have hka : 0 < 2 * (k * a) := by positivity
  have hsinh : 2 * (k * a) < Real.sinh (2 * (k * a)) := Real.self_lt_sinh_iff.2 hka
  refine ⟨cellAverage_trial ha hk, ?_, ground_energy ha, ?_, ?_⟩
  · rw [cellAverage_trial ha hk]
    nlinarith [pow_pos hk 2]
  · exact ⟨trial k, contDiff_trial k 1, by simp only [trial, mul_neg, Real.cosh_neg],
      ⟨0, ⟨by linarith, ha.le⟩, (Real.cosh_pos _).ne'⟩, rfl⟩
  · rw [ringEnergy_trial ha hk]
    exact div_pos (mul_pos (by positivity) (by linarith)) (by linarith)

/-- On a fixed ring the average without the kink falls below any given energy `B` for some
`cosh (k x)`. -/
theorem cellAverage_unbounded_below {a : ℝ} (ha : 0 < a) (B : ℝ) :
    ∃ k : ℝ, 0 < k ∧ cellAverage a (trial k) < B := by
  have hk : 0 < |B| + 2 := by positivity
  refine ⟨|B| + 2, hk, ?_⟩
  rw [cellAverage_trial ha hk]
  nlinarith [neg_abs_le B, abs_nonneg B, sq_nonneg |B|]

end

end KinkOnRing
```

```lean
#print axioms KinkOnRing.kink_omission_breaks_variational_bound
#print axioms KinkOnRing.cellAverage_unbounded_below
```

```
'KinkOnRing.kink_omission_breaks_variational_bound' depends on axioms: [propext, Classical.choice, Quot.sound]
'KinkOnRing.cellAverage_unbounded_below' depends on axioms: [propext, Classical.choice, Quot.sound]
```

## From integration by parts to the inequalities

`kinetic_eq_smooth_sub_kink` is the general identity derived above. Its first lines extract from `ContDiff ℝ 2 ψ` the differentiability and continuity that integration by parts needs. The step `ibp` applies Mathlib's integration-by-parts theorem, `e1` and `e2` move the factors of one half outside the integrals, and `hper` combines the two boundary values into one. Since the smooth part is written as \(\psi\cdot(-\psi''/2)\), without division by \(\psi\), the identity also covers functions with nodes.

The lemmas from `hasDerivAt_scale` to `deriv_deriv_trial` supply the calculus of \(\cosh(kx)\), ending with \(\psi''=k^2\psi\). `localEnergy_trial` divides by \(2\psi\), which is allowed because cosh is positive.

`cellNorm_trial` differentiates the explicit antiderivative and uses \(\cosh^2=\sinh^2+1\) to recover the integrand. The fundamental theorem of calculus then gives the norm, and `cellNorm_trial_pos` shows that it is positive. In `cellAverage_trial`, the constant local energy comes out of the integral and the nonzero norm cancels.

`ringEnergy_trial` assembles the true energy. Its intermediate facts `hkink` and `smooth` are the values \(-2k\sinh ka\) and \(-(k^2/2)N\) found by hand. After these are substituted into the general identity, the proof applies the double-angle formula, cross-multiplies the two fractions and checks the remaining algebra with `linear_combination`.

`ground_energy` has two halves, as `IsLeast` requires: the constant function 1 attains 0, and every other energy is a quotient of nonnegative integrals.

The main theorem collects these results. Positivity of the true energy comes from `Real.self_lt_sinh_iff` at \(y=2ka\), and membership in `ringEnergies a` follows from the smoothness, evenness and positivity of cosh.

For the last theorem, `cellAverage_unbounded_below`, the choice \(k=|B|+2\) works for any real \(B\): then \(k^2/2>|B|\), and hence \(-k^2/2<B\).
